# The second-order free energy of two coupled degenerate levels diverges on cooling

A: Take a system with only two states, degenerate at energy zero and coupled by a real matrix element $v\neq0$, in the canonical ensemble. At every positive temperature, the free energy expanded to second order in $v$ lies strictly below the exact one. On cooling, the expanded value tends to minus infinity, while the exact value tends to the ground-state energy $-|v|$.

Q: Show me the calculation first. Then I'll ask whether the Lean statement says the same thing.

A: Let $\beta=1/k_BT$. The Hamiltonian
$$H=\begin{pmatrix}0&v\\v&0\end{pmatrix}$$
has normalised eigenvectors $(1,1)/\sqrt2$ and $(1,-1)/\sqrt2$, with energies $v$ and $-v$. The partition function and free energy are therefore
$$Z=e^{-\beta v}+e^{\beta v}=2\cosh(\beta v),\qquad F(v)=-\frac{\ln(2\cosh\beta v)}{\beta}.$$
Differentiating at fixed $\beta$ gives $F'(v)=-\tanh(\beta v)$ and $F''(v)=-\beta/\cosh^2(\beta v)$. Hence $F'(0)=0$ and $F''(0)=-\beta$, and the expansion through second order is
$$F_2(v)=F(0)-\frac{\beta v^2}{2}=-\frac{\ln2}{\beta}-\frac{\beta v^2}{2}.$$

Q: Why is that below $F$ at every temperature, and not only for small $\beta v$?

A: Put $x=\beta v$. Then
$$F(v)-F_2(v)=\frac{x^2/2-\ln\cosh x}{\beta},$$
so I need $\cosh x<e^{x^2/2}$ for $x\neq0$. The weak inequality $\cosh y\le e^{y^2/2}$ follows by comparing the power series term by term, since $(2k)!\ge2^k k!$. Use it at $y=x/2$ and set $a=e^{x^2/4}>1$. The half-angle formula gives
$$\cosh x=2\cosh^2(x/2)-1\le2a-1<a^2=e^{x^2/2},$$
where the strict step is $(a-1)^2>0$.

Q: And the limits?

A: Since $Z=e^{\beta|v|}+e^{-\beta|v|}$ lies between $e^{\beta|v|}$ and $2e^{\beta|v|}$, taking logarithms and dividing by $-\beta$ gives
$$-|v|-\frac{\ln2}{\beta}\le F(v)\le-|v|.$$
Both bounds tend to $-|v|$ as $\beta\to\infty$. Meanwhile $F_2(v)\le-\beta v^2/2\to-\infty$.

Q: Now the Lean version. Is the Hamiltonian really there, or only the hyperbolic cosine?

A: The matrix is there. `Fin 2` labels the two levels 0 and 1, and the partition function is the trace of the matrix exponential of $-\beta H$.

```lean
import Mathlib

open Filter Topology

namespace DegenerateThermalPerturbation

noncomputable section

/-- The Hamiltonian of two degenerate levels at energy zero, coupled by a real matrix element `v`. -/
def hamiltonian (v : ℝ) : Matrix (Fin 2) (Fin 2) ℝ := !![0, v; v, 0]

/-- The canonical partition function, the trace of `exp (-β H)`. -/
def partitionFunction (β v : ℝ) : ℝ :=
  (NormedSpace.exp ((-β) • hamiltonian v)).trace

/-- The free energy `-ln Z / β`, for nonzero inverse temperature `β`. -/
def freeEnergy (β v : ℝ) : ℝ := -Real.log (partitionFunction β v) / β
```

Here `β` is an inverse energy, so Boltzmann's constant is absorbed into it. The ensemble is canonical: one system with two states, and no chemical potential.

Q: You could still have put the answer into the definition of the second-order value.

A: It is defined as a Taylor polynomial, using the first and second derivatives of the free energy with respect to $v$ at $v=0$. Note the name: `secondOrder` is the whole free energy through second order, my $F_2$, and not the second-order correction alone.

```lean
/-- The free energy expanded to second order in the coupling `v` about `v = 0`,
at fixed nonzero `β`. -/
def secondOrder (β v : ℝ) : ℝ :=
  freeEnergy β 0 + deriv (freeEnergy β) 0 * v + deriv (deriv (freeEnergy β)) 0 / 2 * v ^ 2
```

Q: Lean's `deriv` returns zero where a function has no derivative. Could that be producing your vanishing linear term?

A: No, because differentiability is proved below. First comes the closed form of $Z$. The matrix `U` has the unnormalised eigenvectors $(1,1)$ and $(1,-1)$ as columns, and the factors $1/2$ in its inverse compensate. The proof writes $-\beta H$ as `U` times a diagonal matrix times the inverse of `U`. It then moves the exponential onto the diagonal with `Matrix.exp_units_conj` and removes `U` by cyclicity of the trace.

```lean
/-- The partition function of the coupled pair of levels is `2 cosh (β v)`. -/
theorem partitionFunction_eq (β v : ℝ) : partitionFunction β v = 2 * Real.cosh (β * v) := by
  -- the columns of `U` are the symmetric and antisymmetric combinations of the levels
  let U : (Matrix (Fin 2) (Fin 2) ℝ)ˣ :=
    ⟨!![1, 1; 1, -1], !![1/2, 1/2; 1/2, -1/2],
      by ext i j; fin_cases i <;> fin_cases j <;>
          norm_num [Matrix.mul_apply, Fin.sum_univ_succ],
      by ext i j; fin_cases i <;> fin_cases j <;>
          norm_num [Matrix.mul_apply, Fin.sum_univ_succ]⟩
  have hH : (-β) • hamiltonian v =
      (U : Matrix (Fin 2) (Fin 2) ℝ) * Matrix.diagonal ![-(β * v), β * v] *
        ((U⁻¹ : (Matrix (Fin 2) (Fin 2) ℝ)ˣ) : Matrix (Fin 2) (Fin 2) ℝ) := by
    change _ = !![1, 1; 1, -1] * Matrix.diagonal ![-(β * v), β * v] *
      !![1/2, 1/2; 1/2, -1/2]
    have hD : Matrix.diagonal ![-(β * v), β * v] = !![-(β * v), 0; 0, β * v] := by
      ext i j
      fin_cases i <;> fin_cases j <;> simp [Matrix.diagonal]
    rw [hD]
    ext i j
    fin_cases i <;> fin_cases j <;>
      simp [hamiltonian, Matrix.mul_apply, Fin.sum_univ_succ] <;> ring
  rw [partitionFunction, hH, Matrix.exp_units_conj, Matrix.trace_mul_cycle, Units.inv_mul,
    one_mul, Matrix.exp_diagonal, Matrix.trace_diagonal, Fin.sum_univ_two, Real.cosh_eq]
  simp [← Real.exp_eq_exp_ℝ]
  ring
```

The next theorem establishes the derivative $-\tanh(\beta v)$ at every $v$, by the chain rule for the logarithm of the hyperbolic cosine.

```lean
/-- For `β > 0` the free energy changes with the coupling at the rate `-tanh (β v)`. -/
theorem hasDerivAt_freeEnergy {β : ℝ} (hβ : 0 < β) (v : ℝ) :
    HasDerivAt (freeEnergy β) (-Real.tanh (β * v)) v := by
  have hF : freeEnergy β = fun x => -Real.log (2 * Real.cosh (β * x)) / β := by
    funext x
    rw [freeEnergy, partitionFunction_eq]
  have hc := Real.cosh_pos (β * v)
  have h1 : HasDerivAt (fun x : ℝ => β * x) β v := by
    simpa using (hasDerivAt_id v).const_mul β
  have h2 := ((h1.cosh.const_mul 2).log (by positivity)).fun_neg.div_const β
  rw [hF]
  refine h2.congr_deriv ?_
  rw [Real.tanh_eq_sinh_div_cosh]
  field_simp
```

Differentiating once more at $v=0$, with the hyperbolic tangent written as a quotient, gives the curvature $-\beta$. Substitution into the Taylor polynomial then yields $F(0)-\beta v^2/2$. The value of $F(0)$ follows from $\cosh0=1$.

```lean
/-- For `β > 0` the second-order free energy is `F(0) - β v² / 2`. -/
theorem secondOrder_eq {β : ℝ} (hβ : 0 < β) (v : ℝ) :
    secondOrder β v = freeEnergy β 0 - β * v ^ 2 / 2 := by
  have hd : deriv (freeEnergy β) = fun x => -(Real.sinh (β * x) / Real.cosh (β * x)) := by
    funext x
    rw [(hasDerivAt_freeEnergy hβ x).deriv, Real.tanh_eq_sinh_div_cosh]
  have h1 : HasDerivAt (fun x : ℝ => β * x) β 0 := by
    simpa using (hasDerivAt_id (0 : ℝ)).const_mul β
  -- the curvature at zero coupling is `-β`
  have h2 : HasDerivAt (fun x => -(Real.sinh (β * x) / Real.cosh (β * x))) (-β) 0 :=
    (h1.sinh.fun_div h1.cosh (Real.cosh_pos _).ne').fun_neg.congr_deriv (by simp)
  rw [secondOrder, hd, h2.deriv]
  simp
  ring

/-- Without coupling the free energy is `-ln 2 / β`. -/
theorem freeEnergy_zero (β : ℝ) : freeEnergy β 0 = -Real.log 2 / β := by
  simp [freeEnergy, partitionFunction_eq]
```

Q: Where does the strict inequality enter?

A: In `secondOrder_lt`. Mathlib supplies the weak bound as `Real.cosh_le_exp_half_sq`. In the proof, `h2` is the half-angle formula, `h3` squares the weak bound at half the argument, and `h5` says that $a>1$. The `nlinarith` call uses $(a-1)^2>0$, and `hdiff` is the formula for $F-F_2$ given above.

```lean
/-- For `β > 0` and nonzero coupling the second-order free energy lies strictly below
the exact one. -/
theorem secondOrder_lt {β v : ℝ} (hβ : 0 < β) (hv : v ≠ 0) :
    secondOrder β v < freeEnergy β v := by
  have hx : 0 < (β * v) ^ 2 := by positivity
  -- the half-angle formula makes the Gaussian bound on `cosh` strict
  have hcosh : Real.cosh (β * v) < Real.exp ((β * v) ^ 2 / 2) := by
    have h1 := Real.cosh_le_exp_half_sq (β * v / 2)
    have h2 : Real.cosh (β * v) = 2 * Real.cosh (β * v / 2) ^ 2 - 1 := by
      have h := Real.cosh_two_mul (β * v / 2)
      rw [show 2 * (β * v / 2) = β * v by ring] at h
      linarith [Real.cosh_sq (β * v / 2)]
    have h3 : Real.cosh (β * v / 2) ^ 2 ≤ Real.exp ((β * v) ^ 2 / 4) := by
      calc Real.cosh (β * v / 2) ^ 2 ≤ Real.exp ((β * v / 2) ^ 2 / 2) ^ 2 :=
            pow_le_pow_left₀ (Real.cosh_pos _).le h1 2
        _ = Real.exp ((β * v) ^ 2 / 4) := by
            rw [sq (Real.exp _), ← Real.exp_add]
            congr 1
            ring
    have h4 : Real.exp ((β * v) ^ 2 / 2) = Real.exp ((β * v) ^ 2 / 4) ^ 2 := by
      rw [sq (Real.exp _), ← Real.exp_add]
      congr 1
      ring
    have h5 : 1 < Real.exp ((β * v) ^ 2 / 4) := Real.one_lt_exp_iff.2 (by positivity)
    rw [h2, h4]
    nlinarith [mul_pos (sub_pos.2 h5) (sub_pos.2 h5)]
  have hlog := (Real.log_lt_iff_lt_exp (Real.cosh_pos (β * v))).2 hcosh
  have hgap := div_pos (sub_pos.2 hlog) hβ
  have hdiff : freeEnergy β v - secondOrder β v =
      ((β * v) ^ 2 / 2 - Real.log (Real.cosh (β * v))) / β := by
    rw [secondOrder_eq hβ, freeEnergy_zero, freeEnergy, partitionFunction_eq,
      Real.log_mul two_ne_zero (Real.cosh_pos _).ne']
    field_simp
    ring
  linarith
```

Q: What happens if I drop $v\neq0$?

A: At $v=0$ the two free energies are both $-\ln2/\beta$, so the strict inequality fails. The second-order value then tends to zero on cooling, so the divergence fails too.

Q: Then give me the bounds on the exact value, and tell me when the expansion is visibly wrong.

A: The bounds are proved by rewriting $Z$ in terms of $|v|$, as before. `hlow` keeps only the larger exponential, and `hup` replaces the smaller one by the larger.

```lean
/-- For `β > 0` the exact free energy lies between `-|v| - ln 2 / β` and `-|v|`. -/
theorem freeEnergy_bounds {β : ℝ} (hβ : 0 < β) (v : ℝ) :
    -|v| - Real.log 2 / β ≤ freeEnergy β v ∧ freeEnergy β v ≤ -|v| := by
  have hZ : partitionFunction β v = Real.exp (β * |v|) + Real.exp (-(β * |v|)) := by
    rw [partitionFunction_eq, ← Real.cosh_abs, abs_mul, abs_of_pos hβ, Real.cosh_eq]
    ring
  have hpos : 0 < partitionFunction β v := by rw [hZ]; positivity
  have hlow : β * |v| ≤ Real.log (partitionFunction β v) := by
    rw [Real.le_log_iff_exp_le hpos, hZ]
    linarith [Real.exp_pos (-(β * |v|))]
  have hup : Real.log (partitionFunction β v) ≤ Real.log 2 + β * |v| := by
    have h0 : 0 ≤ β * |v| := by positivity
    have h1 : Real.exp (-(β * |v|)) ≤ Real.exp (β * |v|) := Real.exp_le_exp.2 (by linarith)
    rw [← Real.log_exp (β * |v|), ← Real.log_mul two_ne_zero (Real.exp_pos _).ne']
    exact Real.log_le_log hpos (by rw [hZ]; linarith)
  constructor
  · rw [freeEnergy, le_div_iff₀ hβ, sub_mul, div_mul_cancel₀ _ hβ.ne']
    linarith
  · rw [freeEnergy, div_le_iff₀ hβ]
    linarith
```

The second-order value falls below the lower bound exactly when
$$-\frac{\ln2}{\beta}-\frac{\beta v^2}{2}<-|v|-\frac{\ln2}{\beta},$$
that is, when $\beta v^2>2|v|$, or equivalently $\beta|v|>2$. At $v=0$ both conditions are false. The Lean proof goes between the last two forms by multiplying by $|v|$, after checking in the reverse direction that $|v|$ is positive.

```lean
/-- For `β > 0` the second-order free energy falls below `-|v| - ln 2 / β`, a lower bound
on the exact one, precisely when `β |v| > 2`. -/
theorem secondOrder_lt_bound_iff {β : ℝ} (hβ : 0 < β) (v : ℝ) :
    secondOrder β v < -|v| - Real.log 2 / β ↔ 2 < β * |v| := by
  rw [secondOrder_eq hβ, freeEnergy_zero, neg_div, ← sq_abs v]
  have h0 := abs_nonneg v
  constructor
  · intro h
    by_contra hc
    nlinarith [mul_le_mul_of_nonneg_right (not_lt.1 hc) h0]
  · intro h
    have hv : 0 < |v| := by
      rcases h0.eq_or_lt with h1 | h1
      · rw [← h1] at h
        linarith
      · exact h1
    nlinarith [mul_pos (sub_pos.2 h) hv]
```

So once $|v|$ exceeds $2k_BT$, the second-order value is lower than any value the exact free energy could take within its bounds.

Q: And the final theorem contains the whole claim from your first answer?

A: Yes. For a fixed real $v\neq0$ it states three things: the strict inequality for every $\beta>0$, the limit of `secondOrder β v` to minus infinity, and the limit of `freeEnergy β v` to $-|v|$. In Lean, `atTop` means that $\beta$ grows without bound, `atBot` is minus infinity as a target, and `𝓝 (-|v|)` denotes the neighbourhoods of $-|v|$. The coupling stays fixed during cooling.

```lean
/-- For nonzero coupling the second-order free energy lies below the exact one at every
`β > 0`; as `β` grows it tends to minus infinity, while the exact one tends to `-|v|`. -/
theorem cooling_ruins_expansion {v : ℝ} (hv : v ≠ 0) :
    (∀ β : ℝ, 0 < β → secondOrder β v < freeEnergy β v) ∧
      Tendsto (fun β => secondOrder β v) atTop atBot ∧
      Tendsto (fun β => freeEnergy β v) atTop (𝓝 (-|v|)) := by
  refine ⟨fun β hβ => secondOrder_lt hβ hv, ?_, ?_⟩
  · -- the second-order value lies below a line of negative slope in `β`
    have hline : Tendsto (fun β : ℝ => -(v ^ 2 / 2 * β)) atTop atBot :=
      tendsto_neg_atTop_atBot.comp
        (tendsto_id.const_mul_atTop (show 0 < v ^ 2 / 2 by positivity))
    refine tendsto_atBot_mono' atTop ?_ hline
    filter_upwards [eventually_gt_atTop (0 : ℝ)] with β hβ
    have hlog : 0 < Real.log 2 / β := div_pos (Real.log_pos one_lt_two) hβ
    rw [secondOrder_eq hβ, freeEnergy_zero, neg_div]
    linarith
  · -- the exact value is squeezed between its two bounds
    have hlow : Tendsto (fun β : ℝ => -|v| - Real.log 2 / β) atTop (𝓝 (-|v|)) := by
      simpa using (tendsto_const_nhds (x := -|v|)).sub
        ((tendsto_const_nhds (x := Real.log 2)).div_atTop tendsto_id)
    refine tendsto_of_tendsto_of_tendsto_of_le_of_le' hlow tendsto_const_nhds ?_ ?_
    · filter_upwards [eventually_gt_atTop (0 : ℝ)] with β hβ
      exact (freeEnergy_bounds hβ v).1
    · filter_upwards [eventually_gt_atTop (0 : ℝ)] with β hβ
      exact (freeEnergy_bounds hβ v).2

end

end DegenerateThermalPerturbation
```

```lean
#print axioms DegenerateThermalPerturbation.secondOrder_lt
-- 'DegenerateThermalPerturbation.secondOrder_lt' depends on axioms: [propext, Classical.choice, Quot.sound]
#print axioms DegenerateThermalPerturbation.secondOrder_lt_bound_iff
-- 'DegenerateThermalPerturbation.secondOrder_lt_bound_iff' depends on axioms: [propext, Classical.choice, Quot.sound]
#print axioms DegenerateThermalPerturbation.cooling_ruins_expansion
-- 'DegenerateThermalPerturbation.cooling_ruins_expansion' depends on axioms: [propext, Classical.choice, Quot.sound]
```

The first part is `secondOrder_lt`. For the second, `hline` provides a line in $\beta$ with slope $-v^2/2$, and the second-order value lies below it because $-\ln2/\beta$ is negative. For the third, the exact value is squeezed between the bounds of `freeEnergy_bounds`.

Q: My molecule has more than two states. What connects it to this matrix?

A: The step you must justify yourself is the reduction to the two lowest reference states, exactly degenerate, with all other states negligible and a perturbation that has no diagonal part within the pair. Within that two-state canonical model, the result bears on finite-temperature perturbation theory in electronic structure: a degenerate reference ground state can make the second-order free energy useless at low temperature, although the exact one is well behaved.

Q: Where would I meet the term $-\beta v^2/2$ in an actual calculation?

A: In the second-order sum over pairs of reference states. Let $E_n$ be the reference energies, $p_n$ their Boltzmann weights and $V_{nm}$ the matrix elements of a perturbation with zero diagonal. The correction is
$$-\frac12\sum_{n\neq m}|V_{nm}|^2\,\frac{p_n-p_m}{E_m-E_n}.$$
For a degenerate pair the quotient is replaced by its limit, $\beta p_n$. Here $p_0=p_1=1/2$, and the two ordered pairs together give $-\beta v^2/2$.

Q: Put numbers in.

A: Take $v=0.1$ eV and $k_BT=0.025$ eV, so that $\beta|v|=4$. The second-order free energy is about $-0.217$ eV, and the exact one about $-0.100$ eV. Halve the temperature, and the second-order value drops to about $-0.409$ eV, while the exact one remains at about $-0.100$ eV.
